# Subadditivity of the logarithmic ACFD integrand for nonnegative strengths

Let $f(q)=\ln(1+q)-q$. For any finite family of strengths $q_i\ge 0$,

$$f\Big(\sum_i q_i\Big)\le\sum_i f(q_i),$$

and the inequality is strict as soon as two distinct terms are positive. In a model where two or more (but finitely many) occupied-virtual pairs, all with positive excitation energies, couple to a single auxiliary mode, summing direct-RPA energies computed pair by pair therefore misses some of the (negative) correlation energy.

```lean
import Mathlib

open MeasureTheory Matrix

namespace RPALogIntegrand

noncomputable section
```

In direct RPA, $f$ is the adiabatic-connection fluctuation-dissipation (ACFD) integrand of a single mode after the coupling-strength integration, $\int_0^1\big(\tfrac{q}{1+\lambda q}-q\big)d\lambda=f(q)$. The code takes this closed form as the definition `acfd`.

```lean
/-- The logarithmic ACFD integrand `ln (1 + q) - q` of a single mode of strength `q`. -/
def acfd (q : ℝ) : ℝ := Real.log (1 + q) - q
```

For a real symmetric response matrix $Q$ with nonnegative eigenvalues, the trace of $\ln(1+Q)$ equals $\ln\det(1+Q)$, and the code uses the determinant.

```lean
/-- The ACFD integrand `ln det (1 + Q) - tr Q` of a real square matrix `Q`. -/
def acfdMatrix {n : Type*} [Fintype n] [DecidableEq n] (Q : Matrix n n ℝ) : ℝ :=
  Real.log (1 + Q).det - Q.trace
```

A spin-orbital pair with excitation energy $\Delta$ and real coupling $B$, which contains the Coulomb interaction, has this strength at imaginary frequency $\omega$:

```lean
/-- The strength `2 B² Δ / (Δ² + ω²)` at imaginary frequency `ω` of an occupied-virtual pair with
excitation energy `Δ` and coupling `B` to an auxiliary mode. -/
def pairStrength (Δ B ω : ℝ) : ℝ := 2 * B ^ 2 * Δ / (Δ ^ 2 + ω ^ 2)
```

The energy is the frequency integral of $f$, with prefactor $1/2\pi$.

```lean
/-- The RPA correlation energy `(1 / 2π) ∫₀^∞ (ln (1 + q(ω)) - q(ω)) dω` of one mode with
frequency-dependent strength `q`. -/
def correlationEnergy (q : ℝ → ℝ) : ℝ :=
  1 / (2 * Real.pi) * ∫ ω in Set.Ioi (0 : ℝ), acfd (q ω)
```

## Nonnegative strengths

Physically, $q_i>0$ says that the pair screens: its static or imaginary-frequency response opposes the perturbation. A pair with $q_i=0$ does not contribute to this screening. By hand, for $a,b\ge0$ the linear terms cancel and

$$f(a)+f(b)-f(a+b)=\ln\frac{(1+a)(1+b)}{1+a+b}=\ln\Big(1+\frac{ab}{1+a+b}\Big)\ge0.$$

The hypothesis keeps every logarithm's argument positive and makes $ab\ge0$. For $a=b=1$, the separate terms give $2(\ln2-1)\approx-0.614$, the joint one $\ln3-2\approx-0.901$, and the difference is $\ln\tfrac43\approx0.288$.

Without the sign condition the inequality can reverse: $a=1$, $b=-\tfrac12$ gives a difference of $\ln\tfrac23<0$.

In `acfd_add_defect`, `ha` and `hb` supply the positive arguments needed to split the logarithms.

```lean
/-- For two nonnegative strengths, the sum of the separate integrands minus the integrand of the
summed strength equals `ln (1 + a b / (1 + a + b))`. -/
theorem acfd_add_defect {a b : ℝ} (ha : 0 ≤ a) (hb : 0 ≤ b) :
    acfd a + acfd b - acfd (a + b) = Real.log (1 + a * b / (1 + (a + b))) := by
  have h1 : (0 : ℝ) < 1 + a := by linarith
  have h2 : (0 : ℝ) < 1 + b := by linarith
  have h3 : (0 : ℝ) < 1 + (a + b) := by linarith
  have hc : a * b / (1 + (a + b)) * (1 + (a + b)) = a * b := div_mul_cancel₀ _ h3.ne'
  -- (1 + a)(1 + b) = (1 + a + b) + a b
  have key : 1 + a * b / (1 + (a + b)) = (1 + a) * (1 + b) / (1 + (a + b)) := by
    rw [eq_div_iff h3.ne']
    linear_combination hc
  rw [key, Real.log_div (mul_pos h1 h2).ne' h3.ne', Real.log_mul h1.ne' h2.ne']
  unfold acfd
  ring
```

For a family, add one term at a time. If the claim holds for a partial sum $S\ge0$, then $f(q_a+S)\le f(q_a)+f(S)\le f(q_a)+\sum_i f(q_i)$. The induction starts from the empty family, where both sides are zero. Here `s` is the finite set of pairs and `hq` the sign condition.

```lean
/-- For a finite family of nonnegative strengths, the integrand of the summed strength is at most
the sum of the integrands. -/
theorem acfd_sum_le {ι : Type*} (s : Finset ι) (q : ι → ℝ) (hq : ∀ i ∈ s, 0 ≤ q i) :
    acfd (∑ i ∈ s, q i) ≤ ∑ i ∈ s, acfd (q i) := by
  classical
  induction s using Finset.induction_on with
  | empty => simp [acfd]
  | insert a s ha ih =>
    have hqa : 0 ≤ q a := hq a (Finset.mem_insert_self a s)
    have hs : ∀ i ∈ s, 0 ≤ q i := fun i hi => hq i (Finset.mem_insert_of_mem hi)
    have hS : 0 ≤ ∑ i ∈ s, q i := Finset.sum_nonneg hs
    -- the two-term defect is a logarithm of a number at least one
    have h2 : 0 ≤ acfd (q a) + acfd (∑ i ∈ s, q i) - acfd (q a + ∑ i ∈ s, q i) := by
      rw [acfd_add_defect hqa hS]
      exact Real.log_nonneg
        (le_add_of_nonneg_right (div_nonneg (mul_nonneg hqa hS) (by linarith)))
    have h3 := ih hs
    rw [Finset.sum_insert ha, Finset.sum_insert ha]
    linarith
```

## Two distinct positive terms

This condition means that at least two pairs contribute to the screening. Split off $q_i>0$; the remainder $S$ contains $q_j>0$, so $q_iS>0$ and the logarithm above is strictly positive. The proof does the same with `s.erase i`, and applies the previous inequality to the remainder.

```lean
/-- If two distinct members of a finite family of nonnegative strengths are positive, the
integrand of the summed strength is strictly below the sum of the integrands. -/
theorem acfd_sum_lt {ι : Type*} (s : Finset ι) (q : ι → ℝ) (hq : ∀ i ∈ s, 0 ≤ q i)
    {i j : ι} (hi : i ∈ s) (hj : j ∈ s) (hij : i ≠ j) (hqi : 0 < q i) (hqj : 0 < q j) :
    acfd (∑ k ∈ s, q k) < ∑ k ∈ s, acfd (q k) := by
  classical
  have hrest : ∀ k ∈ s.erase i, 0 ≤ q k := fun k hk => hq k (Finset.mem_of_mem_erase hk)
  have hj' : j ∈ s.erase i := Finset.mem_erase.mpr ⟨hij.symm, hj⟩
  -- split off term i; the remainder contains term j and is positive
  have hS : 0 < ∑ k ∈ s.erase i, q k :=
    lt_of_lt_of_le hqj (Finset.single_le_sum (f := q) hrest hj')
  have h2 : 0 < acfd (q i) + acfd (∑ k ∈ s.erase i, q k)
      - acfd (q i + ∑ k ∈ s.erase i, q k) := by
    rw [acfd_add_defect hqi.le hS.le]
    exact Real.log_pos (lt_add_of_pos_right _ (div_pos (mul_pos hqi hS) (by linarith)))
  have h3 := acfd_sum_le (s.erase i) q hrest
  have e1 : q i + ∑ k ∈ s.erase i, q k = ∑ k ∈ s, q k := Finset.add_sum_erase s q hi
  have e2 : acfd (q i) + ∑ k ∈ s.erase i, acfd (q k) = ∑ k ∈ s, acfd (q k) :=
    Finset.add_sum_erase s (fun k => acfd (q k)) hi
  rw [← e1]
  linarith
```

Without two positive terms there is equality: a single nonzero term carries both sums, and if all vanish both sides are $f(0)=0$. The converse is the strict inequality.

```lean
/-- For nonnegative strengths, the integrand is additive over the family exactly when of any two
members with different indices at least one vanishes. -/
theorem acfd_sum_eq_iff {ι : Type*} (s : Finset ι) (q : ι → ℝ) (hq : ∀ i ∈ s, 0 ≤ q i) :
    acfd (∑ k ∈ s, q k) = ∑ k ∈ s, acfd (q k) ↔
      ∀ i ∈ s, ∀ j ∈ s, i ≠ j → q i = 0 ∨ q j = 0 := by
  have h0 : acfd 0 = 0 := by simp [acfd]
  constructor
  · intro h i hi j hj hij
    by_contra hne
    have hi0 : q i ≠ 0 := fun hz => hne (Or.inl hz)
    have hj0 : q j ≠ 0 := fun hz => hne (Or.inr hz)
    exact (acfd_sum_lt s q hq hi hj hij (lt_of_le_of_ne (hq i hi) hi0.symm)
      (lt_of_le_of_ne (hq j hj) hj0.symm)).ne h
  · intro h
    by_cases hex : ∃ i ∈ s, q i ≠ 0
    · -- a single nonzero term carries both sums
      obtain ⟨i, hi, hi0⟩ := hex
      have hz : ∀ j ∈ s, j ≠ i → q j = 0 :=
        fun j hj hji => (h j hj i hi hji).resolve_right hi0
      have hz' : ∀ j ∈ s, j ≠ i → acfd (q j) = 0 :=
        fun j hj hji => by rw [hz j hj hji, h0]
      have e1 : ∑ k ∈ s, q k = q i := Finset.sum_eq_single_of_mem i hi hz
      have e2 : ∑ k ∈ s, acfd (q k) = acfd (q i) := Finset.sum_eq_single_of_mem i hi hz'
      rw [e1, e2]
    · have hz : ∀ j ∈ s, q j = 0 := by
        intro j hj
        by_contra hj0
        exact hex ⟨j, hj, hj0⟩
      have hz' : ∀ j ∈ s, acfd (q j) = 0 := fun j hj => by rw [hz j hj, h0]
      have e1 : ∑ k ∈ s, q k = 0 := Finset.sum_eq_zero hz
      have e2 : ∑ k ∈ s, acfd (q k) = 0 := Finset.sum_eq_zero hz'
      rw [e1, e2, h0]
```

## One shared auxiliary mode

Fix a frequency $\omega$ and let $B$ now be a matrix with pairs as rows and auxiliary modes as columns. The row of a pair holds its couplings multiplied by $\sqrt{2\Delta/(\Delta^2+\omega^2)}$, with $\Delta>0$ its excitation energy, so that the response matrix in pair space is $Q=BB^T$. Since $\det(1+BB^T)=\det(1+B^TB)$ and the traces agree, the integrand may be evaluated in either space.

```lean
/-- For a coupling matrix `B` between pairs and auxiliary modes, the integrand of `B Bᵀ` in pair
space equals the integrand of `Bᵀ B` in the auxiliary space. -/
theorem acfdMatrix_pair_eq_aux {ι κ : Type*} [Fintype ι] [DecidableEq ι] [Fintype κ]
    [DecidableEq κ] (B : Matrix ι κ ℝ) :
    acfdMatrix (B * Bᵀ) = acfdMatrix (Bᵀ * B) := by
  unfold acfdMatrix
  rw [Matrix.det_one_add_mul_comm B Bᵀ, Matrix.trace_mul_comm B Bᵀ]
```

If all pairs share one mode with amplitudes $b_i$, then $B^TB$ is the number $\sum_i b_i^2$, and the integrand is $f(\sum_i b_i^2)$. In Lean the single mode is the one-element type `Unit`.

```lean
/-- When all pairs couple to one auxiliary mode with amplitudes `b`, the integrand of the matrix
`b bᵀ` is the scalar integrand of the summed strength `∑ bᵢ²`. -/
theorem acfdMatrix_shared_mode {ι : Type*} [Fintype ι] [DecidableEq ι] (b : ι → ℝ) :
    acfdMatrix (Matrix.vecMulVec b b) = acfd (∑ i, b i ^ 2) := by
  obtain ⟨B, hB⟩ : ∃ B : Matrix ι Unit ℝ, ∀ i u, B i u = b i :=
    ⟨Matrix.of fun i _ => b i, fun _ _ => rfl⟩
  have h1 : Matrix.vecMulVec b b = B * Bᵀ := by
    ext i j
    simp [Matrix.mul_apply, Matrix.vecMulVec_apply, hB]
  -- in the auxiliary space the response is a 1 × 1 matrix
  have h2 : ∀ u v : Unit, (Bᵀ * B) u v = ∑ i, b i ^ 2 := by
    intro u v
    simp [Matrix.mul_apply, hB, sq]
  have hdet : (1 + Bᵀ * B).det = 1 + ∑ i, b i ^ 2 := by
    rw [Matrix.det_unique, Matrix.add_apply, Matrix.one_apply_eq, h2]
  have htr : (Bᵀ * B).trace = ∑ i, b i ^ 2 := by
    unfold Matrix.trace
    rw [Fintype.sum_unique]
    exact h2 _ _
  rw [h1, acfdMatrix_pair_eq_aux]
  unfold acfdMatrix acfd
  rw [hdet, htr]
```

If each pair has its own mode, $Q$ is diagonal, the determinant is $\prod_i(1+q_i)$, and the integrand is additive. Sharing is thus what produces the difference.

```lean
/-- For a diagonal response matrix with nonnegative strengths `qᵢ`, the integrand is the sum of the
scalar integrands of the `qᵢ`. -/
theorem acfdMatrix_separate_modes {ι : Type*} [Fintype ι] [DecidableEq ι] (q : ι → ℝ)
    (hq : ∀ i, 0 ≤ q i) :
    acfdMatrix (Matrix.diagonal q) = ∑ i, acfd (q i) := by
  have h1 : (1 : Matrix ι ι ℝ) + Matrix.diagonal q = Matrix.diagonal fun i => 1 + q i := by
    ext i j
    by_cases h : i = j
    · subst h
      simp
    · simp [h]
  have hdet : ((1 : Matrix ι ι ℝ) + Matrix.diagonal q).det = ∏ i, (1 + q i) := by
    rw [h1, Matrix.det_diagonal]
  have hlog : Real.log (∏ i, (1 + q i)) = ∑ i, Real.log (1 + q i) := by
    apply Real.log_prod
    intro i _
    exact (add_pos_of_pos_of_nonneg one_pos (hq i)).ne'
  simp only [acfdMatrix, acfd]
  rw [hdet, Matrix.trace_diagonal, hlog, Finset.sum_sub_distrib]
```

Setting $q_i=b_i^2$ compares the two cases; nonzero amplitudes supply the positive terms.

```lean
/-- The integrand of `b bᵀ` (one shared mode) is at most that of `diag (bᵢ²)` (one mode per pair),
and strictly smaller if two distinct amplitudes are nonzero. -/
theorem shared_le_separate {ι : Type*} [Fintype ι] [DecidableEq ι] (b : ι → ℝ) :
    acfdMatrix (Matrix.vecMulVec b b) ≤ acfdMatrix (Matrix.diagonal fun i => b i ^ 2) ∧
      ∀ i j, i ≠ j → b i ≠ 0 → b j ≠ 0 →
        acfdMatrix (Matrix.vecMulVec b b) < acfdMatrix (Matrix.diagonal fun i => b i ^ 2) := by
  have hsep : acfdMatrix (Matrix.diagonal fun i => b i ^ 2) = ∑ i, acfd (b i ^ 2) :=
    acfdMatrix_separate_modes (fun i => b i ^ 2) (fun i => sq_nonneg (b i))
  rw [acfdMatrix_shared_mode, hsep]
  refine ⟨acfd_sum_le Finset.univ (fun i => b i ^ 2) (fun i _ => sq_nonneg (b i)), ?_⟩
  intro i j hij hi hj
  have hi2 : 0 < b i ^ 2 := lt_of_le_of_ne (sq_nonneg (b i)) (pow_ne_zero 2 hi).symm
  have hj2 : 0 < b j ^ 2 := lt_of_le_of_ne (sq_nonneg (b j)) (pow_ne_zero 2 hj).symm
  exact acfd_sum_lt Finset.univ (fun i => b i ^ 2) (fun i _ => sq_nonneg (b i))
    (Finset.mem_univ i) (Finset.mem_univ j) hij hi2 hj2
```

## Integrable strengths and positive excitation energies

Integrability says that the total response over imaginary frequencies is finite. From $0\le\ln(1+q)\le q$ follows $|f(q)|\le q$, so $f(q(\omega))$ is integrable too.

```lean
/-- If a nonnegative strength is integrable over positive frequencies, so is its ACFD
integrand. -/
theorem integrableOn_acfd {q : ℝ → ℝ} (hq : ∀ ω, 0 ≤ q ω)
    (hi : IntegrableOn q (Set.Ioi 0)) :
    IntegrableOn (fun ω => acfd (q ω)) (Set.Ioi 0) := by
  have hi' : Integrable q (volume.restrict (Set.Ioi (0 : ℝ))) := hi
  have h1 : Measurable fun x : ℝ => 1 + x := measurable_const.add measurable_id'
  have h2 : Measurable fun x : ℝ => Real.log (1 + x) := Real.measurable_log.comp h1
  have h3 : Measurable fun x : ℝ => Real.log (1 + x) - x := h2.sub measurable_id'
  have hf : Measurable acfd := h3
  have hm : AEStronglyMeasurable (fun ω => acfd (q ω)) (volume.restrict (Set.Ioi (0 : ℝ))) :=
    (hf.comp_aemeasurable hi'.aestronglyMeasurable.aemeasurable).aestronglyMeasurable
  -- domination: 0 ≤ ln (1 + q) ≤ q gives |ln (1 + q) - q| ≤ q
  have hb : ∀ ω, ‖acfd (q ω)‖ ≤ q ω := by
    intro ω
    have h0 := hq ω
    have hlo : 0 ≤ Real.log (1 + q ω) := Real.log_nonneg (by linarith)
    have hhi : Real.log (1 + q ω) ≤ 1 + q ω - 1 := Real.log_le_sub_one_of_pos (by linarith)
    rw [Real.norm_eq_abs, abs_le]
    unfold acfd
    constructor <;> linarith
  exact Integrable.mono' hi' hm (Filter.Eventually.of_forall hb)
```

The condition $\Delta>0$ places the virtual level above the occupied one. The strength is then a Lorentzian with $\int_0^\infty q\,d\omega=\pi B^2$; the proof obtains integrability by rescaling $1/(1+x^2)$. With $\Delta<0$ and $B\ne0$ the strength is negative, and the nonnegativity assumed above fails.

```lean
/-- The strength of a pair with positive excitation energy is integrable over positive
frequencies. -/
theorem integrableOn_pairStrength {Δ : ℝ} (B : ℝ) (hΔ : 0 < Δ) :
    IntegrableOn (pairStrength Δ B) (Set.Ioi 0) := by
  have hne : Δ ≠ 0 := hΔ.ne'
  have hL : Integrable fun ω : ℝ => (1 + (ω / Δ) ^ 2)⁻¹ :=
    integrable_inv_one_add_sq.comp_div hne
  -- the strength is a rescaled Lorentzian
  have hform : pairStrength Δ B = fun ω => 2 * B ^ 2 / Δ * (1 + (ω / Δ) ^ 2)⁻¹ := by
    funext ω
    have hD : Δ ^ 2 + ω ^ 2 ≠ 0 := by positivity
    have e : 1 + (ω / Δ) ^ 2 = (Δ ^ 2 + ω ^ 2) / Δ ^ 2 := by
      field_simp
    unfold pairStrength
    rw [e, inv_div]
    field_simp
  rw [hform]
  exact (hL.const_mul (2 * B ^ 2 / Δ)).integrableOn
```

Integrating the pointwise gap $\sum_i f(q_i(\omega))-f(\sum_i q_i(\omega))\ge0$ gives the energy inequality. Integrability (`hint`) lets the integral be split term by term. For strictness, two strengths are assumed positive at every frequency, so the gap is positive everywhere and so is its integral. Without integrability, two constant strengths $q=1$ defeat strictness, because Lean assigns divergent integrals the value zero.

```lean
/-- For nonnegative integrable strengths, the correlation energy of the summed strength is at most
the sum of the separate energies, and strictly smaller if two distinct strengths are positive at
all frequencies. -/
theorem correlationEnergy_sum_le {ι : Type*} (s : Finset ι) (q : ι → ℝ → ℝ)
    (hq : ∀ i ∈ s, ∀ ω, 0 ≤ q i ω) (hint : ∀ i ∈ s, IntegrableOn (q i) (Set.Ioi 0)) :
    correlationEnergy (fun ω => ∑ k ∈ s, q k ω) ≤ ∑ k ∈ s, correlationEnergy (q k) ∧
      ∀ i ∈ s, ∀ j ∈ s, i ≠ j → (∀ ω, 0 < q i ω) → (∀ ω, 0 < q j ω) →
        correlationEnergy (fun ω => ∑ k ∈ s, q k ω) < ∑ k ∈ s, correlationEnergy (q k) := by
  have hint' : ∀ k ∈ s, Integrable (fun ω => q k ω) (volume.restrict (Set.Ioi (0 : ℝ))) := hint
  have hone : ∀ k ∈ s,
      Integrable (fun ω => acfd (q k ω)) (volume.restrict (Set.Ioi (0 : ℝ))) :=
    fun k hk => integrableOn_acfd (hq k hk) (hint k hk)
  have htot : Integrable (fun ω => ∑ k ∈ s, q k ω) (volume.restrict (Set.Ioi (0 : ℝ))) := by
    first
      | exact integrable_finsetSum s hint'
      | exact integrable_finset_sum s hint'
  have hsh : Integrable (fun ω => acfd (∑ k ∈ s, q k ω)) (volume.restrict (Set.Ioi (0 : ℝ))) :=
    integrableOn_acfd (q := fun ω => ∑ k ∈ s, q k ω)
      (fun ω => Finset.sum_nonneg fun k hk => hq k hk ω) htot
  have hsum : Integrable (fun ω => ∑ k ∈ s, acfd (q k ω))
      (volume.restrict (Set.Ioi (0 : ℝ))) := by
    first
      | exact integrable_finsetSum s hone
      | exact integrable_finset_sum s hone
  have hgi : Integrable (fun ω => (∑ k ∈ s, acfd (q k ω)) - acfd (∑ k ∈ s, q k ω))
      (volume.restrict (Set.Ioi (0 : ℝ))) := hsum.sub hsh
  have hsumint : (∫ ω in Set.Ioi (0 : ℝ), ∑ k ∈ s, acfd (q k ω))
      = ∑ k ∈ s, ∫ ω in Set.Ioi (0 : ℝ), acfd (q k ω) := by
    first
      | exact integral_finsetSum s hone
      | exact integral_finset_sum s hone
  have hsub : (∫ ω in Set.Ioi (0 : ℝ), ((∑ k ∈ s, acfd (q k ω)) - acfd (∑ k ∈ s, q k ω)))
      = (∫ ω in Set.Ioi (0 : ℝ), ∑ k ∈ s, acfd (q k ω))
        - ∫ ω in Set.Ioi (0 : ℝ), acfd (∑ k ∈ s, q k ω) := integral_sub hsum hsh
  -- the energy difference is the frequency integral of the pointwise gap
  have hgap : (∑ k ∈ s, correlationEnergy (q k)) - correlationEnergy (fun ω => ∑ k ∈ s, q k ω)
      = 1 / (2 * Real.pi) *
        ∫ ω in Set.Ioi (0 : ℝ), ((∑ k ∈ s, acfd (q k ω)) - acfd (∑ k ∈ s, q k ω)) := by
    simp only [correlationEnergy]
    rw [hsub, hsumint, ← Finset.mul_sum]
    ring
  have hg : ∀ ω, 0 ≤ (∑ k ∈ s, acfd (q k ω)) - acfd (∑ k ∈ s, q k ω) :=
    fun ω => sub_nonneg.mpr (acfd_sum_le s (fun k => q k ω) fun k hk => hq k hk ω)
  have hc : 0 < 1 / (2 * Real.pi) := by positivity
  constructor
  · apply sub_nonneg.mp
    rw [hgap]
    refine mul_nonneg hc.le (integral_nonneg ?_)
    exact fun ω => hg ω
  · intro i hi j hj hij hqi hqj
    -- the gap is positive at every frequency
    have hlt : ∀ ω, 0 < (∑ k ∈ s, acfd (q k ω)) - acfd (∑ k ∈ s, q k ω) :=
      fun ω => sub_pos.mpr
        (acfd_sum_lt s (fun k => q k ω) (fun k hk => hq k hk ω) hi hj hij (hqi ω) (hqj ω))
    have hs : Function.support
        (fun ω : ℝ => (∑ k ∈ s, acfd (q k ω)) - acfd (∑ k ∈ s, q k ω)) = Set.univ :=
      Set.eq_univ_of_forall fun ω => (hlt ω).ne'
    apply sub_pos.mp
    rw [hgap]
    refine mul_pos hc ((integral_pos_iff_support_of_nonneg ?_ hgi).mpr ?_)
    · exact fun ω => hg ω
    · rw [hs, Measure.restrict_apply_univ, Real.volume_Ioi]
      simp
```

For Lorentzian pairs, $\Delta_i>0$ gives nonnegativity and integrability, and $B_i\ne0$ gives positivity at all frequencies. The theorem takes the summed strength of one shared mode as its input; exchange and several coupled modes are not treated.

```lean
/-- For pairs with positive excitation energies coupled to one auxiliary mode, the RPA correlation
energy is at most the sum of the single-pair energies, and strictly smaller if two distinct pairs
have nonzero coupling. -/
theorem correlationEnergy_shared_mode {ι : Type*} (s : Finset ι) (Δ B : ι → ℝ)
    (hΔ : ∀ i ∈ s, 0 < Δ i) :
    correlationEnergy (fun ω => ∑ k ∈ s, pairStrength (Δ k) (B k) ω)
        ≤ ∑ k ∈ s, correlationEnergy (pairStrength (Δ k) (B k)) ∧
      ∀ i ∈ s, ∀ j ∈ s, i ≠ j → B i ≠ 0 → B j ≠ 0 →
        correlationEnergy (fun ω => ∑ k ∈ s, pairStrength (Δ k) (B k) ω)
          < ∑ k ∈ s, correlationEnergy (pairStrength (Δ k) (B k)) := by
  have hnn : ∀ k ∈ s, ∀ ω, 0 ≤ pairStrength (Δ k) (B k) ω := by
    intro k hk ω
    have hd := hΔ k hk
    unfold pairStrength
    positivity
  have hpos : ∀ k ∈ s, B k ≠ 0 → ∀ ω, 0 < pairStrength (Δ k) (B k) ω := by
    intro k hk hB ω
    have hd := hΔ k hk
    have hb : 0 < B k ^ 2 := lt_of_le_of_ne (sq_nonneg (B k)) (pow_ne_zero 2 hB).symm
    unfold pairStrength
    exact div_pos (mul_pos (mul_pos two_pos hb) hd) (by positivity)
  have h := correlationEnergy_sum_le s (fun k => pairStrength (Δ k) (B k)) hnn
    (fun k hk => integrableOn_pairStrength (B k) (hΔ k hk))
  exact ⟨h.1, fun i hi j hj hij hBi hBj =>
    h.2 i hi j hj hij (hpos i hi hBi) (hpos j hj hBj)⟩

end

end RPALogIntegrand
```

```lean
#print axioms RPALogIntegrand.acfd_sum_eq_iff
#print axioms RPALogIntegrand.shared_le_separate
#print axioms RPALogIntegrand.integrableOn_acfd
#print axioms RPALogIntegrand.correlationEnergy_shared_mode
```

```
'RPALogIntegrand.acfd_sum_eq_iff' depends on axioms: [propext, Classical.choice, Quot.sound]
'RPALogIntegrand.shared_le_separate' depends on axioms: [propext, Classical.choice, Quot.sound]
'RPALogIntegrand.integrableOn_acfd' depends on axioms: [propext, Classical.choice, Quot.sound]
'RPALogIntegrand.correlationEnergy_shared_mode' depends on axioms: [propext, Classical.choice, Quot.sound]
```
